# Closed-form multiplet weights of an antiparallel pair: sum one, mean of $J(J+1)$ equal to $(j_1-j_2)^2+j_1+j_2$, variance $4j_1j_2$

Take two spins $\tfrac12$, the first pointing up and the second down. The product state is a superposition of triplet and singlet with equal weights, $|{\uparrow\downarrow}\rangle = (|1,0\rangle + |0,0\rangle)/\sqrt2$, where $|J,M\rangle$ has total angular momentum $J$ and projection $M$, with the usual (Condon-Shortley) choice of phases. The probabilities are $p_0 = \tfrac12$ for $J=1$ and $p_1=\tfrac12$ for $J=0$. In units with $\hbar=1$ the squared total angular momentum $J(J+1)$ takes the values $2$ and $0$, so its mean is $1$ and its variance is $1$. The running totals of the probabilities are
$$p_0 = \frac12 = \frac{1!\,1!}{2!\,0!}, \qquad p_0+p_1 = 1 = \frac{1!\,1!}{1!\,1!}.$$
Each running total is a single ratio of factorials, and in the last one the numerator and the denominator coincide. The same happens for every pair of angular momenta once the probabilities are given by the standard closed formula. That formula is taken below as a definition and is not derived from the angular momentum operators.

## Multiplets and their weights

Let $j_1$ and $j_2$ be the two angular momenta and put $a = 2j_1$, $b = 2j_2$, $n = a+b$. The numbers $a$ and $b$ are arbitrary naturals, which covers integer and half-integer values and includes zero. The antiparallel state has projections $m_1 = j_1$ and $m_2=-j_2$, hence $M = j_1-j_2$. The multiplets in the coupling run from $J = j_1+j_2$ down to $J=|j_1-j_2|$ in unit steps, and all of them contain this value of $M$. They are numbered from the top,
$$J_k = \frac{a+b}{2} - k, \qquad k = 0,\dots,\min(a,b),$$
and $X_k = J_k(J_k+1)$ is the eigenvalue of $\mathbf J^2$ on multiplet $k$. In Lean, $J_k$ is the real number `totalJ a b k` and $X_k$ is `casimir (totalJ a b k)`. A sum over `range (min a b + 1)` runs over $k = 0,\dots,\min(a,b)$.

```lean
import Mathlib

open Finset

namespace AntiparallelCoupling

noncomputable section

/-- Total angular momentum `J = j₁ + j₂ - k` of the `k`-th multiplet, with `a = 2j₁`, `b = 2j₂`. -/
def totalJ (a b k : ℕ) : ℝ := ((a : ℝ) + b) / 2 - k

/-- The value `J(J+1)`. -/
def casimir (J : ℝ) : ℝ := J * (J + 1)
```

The probability of finding $J$ in the antiparallel state is the squared Clebsch-Gordan coefficient, whose closed form is
$$\langle j_1\,j_1;\,j_2\,{-j_2}\,|\,J,\,j_1-j_2\rangle^2 = \frac{(2J+1)\,(2j_1)!\,(2j_2)!}{(j_1+j_2+J+1)!\,(j_1+j_2-J)!}.$$
For $J=J_k$ one has $2J+1 = n-2k+1$, $j_1+j_2+J+1 = n+1-k$ and $j_1+j_2-J = k$, so that
$$p_k = \frac{(n-2k+1)\,a!\,b!}{(n+1-k)!\;k!}.$$
This expression is `weight a b k`. The prefactor $n-2k+1$ is formed in the reals and can be negative for large $k$, while the arguments of the factorials are naturals. Only squares of coefficients enter, so no phase convention is involved.

```lean
/-- Closed form of the weight of the multiplet `J = j₁ + j₂ - k` in the antiparallel state
`m₁ = j₁`, `m₂ = -j₂`: `(2J+1) (2j₁)! (2j₂)! / ((j₁+j₂+J+1)! (j₁+j₂-J)!)`. -/
def weight (a b k : ℕ) : ℝ :=
  ((a : ℝ) + b - 2 * k + 1) * (a.factorial : ℝ) * (b.factorial : ℝ) /
    (((a + b + 1 - k).factorial : ℝ) * (k.factorial : ℝ))
```

The file contains no state vectors and no operators. That `weight` equals the squared overlap with a multiplet, and that the multiplets are those with $k\le\min(a,b)$, is physical input carried by the definition and by the range of the sums. The theorems are identities for these numbers.

## Running totals and falling powers

The ratio that appeared in the spin-$\tfrac12$ case is, for $0\le m\le n$,
$$C_m = \frac{a!\,b!}{(n-m)!\;m!}.$$
For $m\ge1$, bringing $C_m$ and $C_{m-1}$ to the common denominator $(n+1-m)!\,m!$ gives numerators $(n+1-m)\,a!\,b!$ and $m\,a!\,b!$. Their difference is $(n+1-2m)\,a!\,b!$, which means $p_m = C_m - C_{m-1}$. The weights are differences of consecutive values of `cumul a b m`.

```lean
/-- The ratio `a! b! / ((a+b-m)! m!)`. -/
def cumul (a b m : ℕ) : ℝ :=
  (a.factorial : ℝ) * (b.factorial : ℝ) / (((a + b - m).factorial : ℝ) * (m.factorial : ℝ))
```

The moments of $J(J+1)$ are handled with falling powers. For real $y$ and natural $r$,
$$y^{\underline r} = y(y-1)\cdots(y-r+1), \qquad y^{\underline 0}=1,$$
which is `fall y r`, a product of $y-i$ over $i = 0,\dots,r-1$.

```lean
/-- Falling power `y (y-1) ⋯ (y-r+1)`. -/
def fall (y : ℝ) (r : ℕ) : ℝ := ∏ i ∈ range r, (y - i)
```

## Positivity and the range of $k$

If $k\le a$ and $k\le b$, then $2k\le n$ and the prefactor satisfies $n-2k+1\ge1$. All factorials are positive, so $p_k>0$. The theorem `weight_pos` states this under `hk : k ≤ min a b`. The proof obtains `ha` and `hb` from the minimum, adds them with `linarith` to get the sign of the prefactor, and concludes with positivity of a quotient.

```lean
/-- Every multiplet `k = 0, …, min(a,b)` has a strictly positive weight. -/
theorem weight_pos (a b k : ℕ) (hk : k ≤ min a b) : 0 < weight a b k := by
  have ha : (k : ℝ) ≤ a := by exact_mod_cast hk.trans (min_le_left a b)
  have hb : (k : ℝ) ≤ b := by exact_mod_cast hk.trans (min_le_right a b)
  have h : 0 < (a : ℝ) + b - 2 * k + 1 := by linarith
  unfold weight
  exact div_pos (mul_pos (mul_pos h (by positivity)) (by positivity)) (by positivity)
```

Without a bound on $k$ the statement is false. For $a=b=1$ and $k=2$ the prefactor is $-1$ and the formula gives $-1/(1!\,2!) = -\tfrac12$. The upper limit of the sums matters for a separate reason. For $a=2$, $b=0$ the only multiplet is $J=1$, with $p_0 = 1$; the formula at $k=1$, which would be $J=0$, gives the positive number $2!/(2!\,1!) = 1$, and including it would raise the total to $2$.

## The shift rule

Multiplying $y^{\underline r}$ on the left by $y+1$ and multiplying $(y+1)^{\underline r}$ on the right by $y+1-r$ produce the same string of factors $(y+1)\,y\cdots(y-r+1)$. Hence
$$y^{\underline r}\,(y+1) = (y+1)^{\underline r}\,(y+1-r).$$
The proof of `fall_shift` is an induction on $r$. Passing from $r$ to $r+1$ splits off the last factor of each product, and the new equation is the old one multiplied by $y-r$, which is what `linear_combination (y - r) * ih` expresses.

```lean
/-- Shift rule relating the falling powers of `y` and `y + 1`. -/
theorem fall_shift (y : ℝ) (r : ℕ) : fall y r * (y + 1) = fall (y + 1) r * (y + 1 - r) := by
  induction r with
  | zero => simp [fall]
  | succ r ih =>
    unfold fall at ih ⊢
    rw [prod_range_succ, prod_range_succ]
    push_cast
    linear_combination (y - r) * ih
```

## The telescoping sum

The central identity holds for every $r$ and every $m\le n$:
$$\sum_{k=0}^{m} p_k\; k^{\underline r}\,(n+1-k)^{\underline r} = C_m\; m^{\underline r}\,(n-m)^{\underline r}.$$
For $r=0$ it says that $C_m$ is the running total of the weights. It is proved by induction on $m$.

At $m=0$ and $r=0$ one has $p_0 = (n+1)\,a!\,b!/(n+1)! = a!\,b!/n! = C_0$. At $m=0$ and $r\ge1$ both sides contain $0^{\underline r}=0$. These are the facts `hw` and `h0`.

For the step from $m=k$ to $m=k+1\le n$, write $n = k+1+d$ with $d$ natural and set
$$c = \frac{a!\,b!}{(d+1)!\,(k+1)!}.$$
Then $p_{k+1} = (d-k)\,c$, $C_{k+1} = (d+1)\,c$ and $C_k = (k+1)\,c$, which are `h1`, `h2` and `h3`. Since $n-k = d+1$, $n+1-(k+1) = d+1$ and $n-(k+1) = d$, the step amounts to
$$(k+1)\,c\;k^{\underline r}(d+1)^{\underline r} + (d-k)\,c\;(k+1)^{\underline r}(d+1)^{\underline r} = (d+1)\,c\;(k+1)^{\underline r}\,d^{\underline r}.$$
The shift rule at $y=k$ turns the first term into $c\,(k+1)^{\underline r}(d+1)^{\underline r}(k+1-r)$. The shift rule at $y=d$ turns the right side into $c\,(k+1)^{\underline r}(d+1)^{\underline r}(d+1-r)$. What remains is $(k+1-r)+(d-k) = d+1-r$. The closing `linear_combination` of `partial_moment` uses these two instances, `fall_shift k r` and `fall_shift d r`, each multiplied by the factors that accompany it.

```lean
/-- Telescoping: the sum over `k ≤ m` of the weights times the falling powers of `k` and
`a+b+1-k` is `a! b!/((a+b-m)! m!)` times the falling powers of `m` and `a+b-m`. -/
theorem partial_moment (a b r m : ℕ) (hm : m ≤ a + b) :
    ∑ k ∈ range (m + 1), weight a b k * (fall k r * fall ((a : ℝ) + b + 1 - k) r)
      = cumul a b m * (fall m r * fall ((a : ℝ) + b - m) r) := by
  induction m with
  | zero =>
    cases r with
    | zero =>
      have hw : weight a b 0 = cumul a b 0 := by
        have h1 : (a : ℝ) + b + 1 ≠ 0 := by positivity
        have h2 : ((a + b).factorial : ℝ) ≠ 0 := by positivity
        unfold weight cumul
        simp only [Nat.sub_zero, Nat.factorial_succ, Nat.factorial_zero]
        push_cast
        field_simp
        ring
      simp [fall, hw]
    | succ r =>
      have h0 : fall 0 (r + 1) = 0 := by
        unfold fall
        exact prod_eq_zero (i := 0) (by simp) (by simp)
      simp [h0]
  | succ k ih =>
    obtain ⟨d, hd⟩ : ∃ d, a + b = k + 1 + d := ⟨a + b - (k + 1), by omega⟩
    have hdR : (a : ℝ) + b = k + 1 + d := by exact_mod_cast hd
    -- a common factor of the new weight and of both boundary terms
    obtain ⟨c, hc⟩ : ∃ c : ℝ, c = (a.factorial : ℝ) * (b.factorial : ℝ) /
      (((d + 1).factorial : ℝ) * ((k + 1).factorial : ℝ)) := ⟨_, rfl⟩
    have f1 : (d.factorial : ℝ) ≠ 0 := by positivity
    have f2 : (k.factorial : ℝ) ≠ 0 := by positivity
    have f3 : ((d + 1).factorial : ℝ) ≠ 0 := by positivity
    have f4 : ((k + 1).factorial : ℝ) ≠ 0 := by positivity
    have f5 : (d : ℝ) + 1 ≠ 0 := by positivity
    have f6 : (k : ℝ) + 1 ≠ 0 := by positivity
    have h1 : weight a b (k + 1) = ((d : ℝ) - k) * c := by
      unfold weight
      rw [show a + b + 1 - (k + 1) = d + 1 by omega, hdR, hc]
      push_cast
      ring
    have h2 : cumul a b (k + 1) = ((d : ℝ) + 1) * c := by
      unfold cumul
      rw [show a + b - (k + 1) = d by omega, hc, Nat.factorial_succ d]
      push_cast
      field_simp
    have h3 : cumul a b k = ((k : ℝ) + 1) * c := by
      unfold cumul
      rw [show a + b - k = d + 1 by omega, hc, Nat.factorial_succ k]
      push_cast
      field_simp
    rw [sum_range_succ, ih (by omega), h1, h2, h3]
    push_cast
    rw [show (a : ℝ) + b - k = d + 1 by linarith,
      show (a : ℝ) + b + 1 - (k + 1) = d + 1 by linarith,
      show (a : ℝ) + b - (k + 1) = d by linarith]
    linear_combination c * fall ((d : ℝ) + 1) r * fall_shift k r
      - c * fall ((k : ℝ) + 1) r * fall_shift d r
```

The hypothesis `hm : m ≤ a + b` keeps $n-m$ a legitimate argument of the factorial. Subtraction of naturals in Lean stops at zero, so beyond that bound `cumul` still returns a number but the identity can fail: for $a=b=0$, $m=1$, $r=0$ the left side is $1+(-1)=0$, while `cumul 0 0 1` is $1/(0!\,1!) = 1$. The later theorems use the identity only at $m=\min(a,b)$, where the bound holds.

## Products of differences of $J(J+1)$

The difference of two eigenvalues factorises:
$$X_i - X_k = (J_i-J_k)(J_i+J_k+1) = (k-i)\,(n+1-k-i).$$
Taking the product over $i=0,\dots,r-1$ collects the first factors into $k^{\underline r}$ and the second into $(n+1-k)^{\underline r}$. The weighted sum of these products over all multiplets is therefore the telescoping sum at $m=\min(a,b)$. There the pair $(m,\,n-m)$ is $(a,b)$ or $(b,a)$, so $C_m = 1$ and
$$\sum_{k=0}^{\min(a,b)} p_k \prod_{i=0}^{r-1}(X_i - X_k) = a^{\underline r}\;b^{\underline r}.$$
This is `casimir_moments`, valid for all naturals $a$, $b$, $r$ with no hypothesis. The index $i$ is not limited by $\min(a,b)$; beyond that value $X_i$ is still defined as the number $J_i(J_i+1)$, but the index $i$ labels no multiplet of the coupling. For $r>\min(a,b)$ every term contains the vanishing factor $i=k$, and the right side is zero too. In the proof, `h` is the factorisation, and the case split on `le_total a b` evaluates the minimum, with `hc` showing $C_m=1$ in each branch.

```lean
/-- For every `r`, the weighted mean of `∏_{i<r} (J_i(J_i+1) - J(J+1))`, with
`J_i = j₁ + j₂ - i`, is the product of the `r`-th falling powers of `2j₁` and `2j₂`. -/
theorem casimir_moments (a b r : ℕ) :
    ∑ k ∈ range (min a b + 1), weight a b k *
        ∏ i ∈ range r, (casimir (totalJ a b i) - casimir (totalJ a b k))
      = fall a r * fall b r := by
  -- J_i(J_i+1) - J_k(J_k+1) = (k - i)(a + b + 1 - k - i)
  have h : ∀ k : ℕ, ∏ i ∈ range r, (casimir (totalJ a b i) - casimir (totalJ a b k))
      = fall k r * fall ((a : ℝ) + b + 1 - k) r := by
    intro k
    unfold fall
    rw [← prod_mul_distrib]
    refine prod_congr rfl fun i _ => ?_
    unfold casimir totalJ
    ring
  simp only [h]
  rw [partial_moment a b r (min a b) (by omega)]
  -- at the upper end the pair (m, a + b - m) is (a, b) or (b, a)
  rcases le_total a b with hab | hab
  · have hc : cumul a b a = 1 := by
      unfold cumul
      rw [show a + b - a = b by omega, div_eq_one_iff_eq (by positivity)]
      ring
    rw [min_eq_left hab, hc, show (a : ℝ) + b - a = b by ring]
    ring
  · have hc : cumul a b b = 1 := by
      unfold cumul
      rw [show a + b - b = a by omega]
      exact div_self (by positivity)
    rw [min_eq_right hab, hc, show (a : ℝ) + b - b = a by ring]
    ring
```

## Normalisation

At $r=0$ the products are empty, and the identity reads $\sum_k p_k = 1$. Together with positivity, this makes the $p_k$ a probability distribution over the multiplets. In terms of Clebsch-Gordan coefficients it is the relation $\sum_J \langle j_1 m_1; j_2 m_2|JM\rangle^2 = 1$ for the single pair $m_1=j_1$, $m_2=-j_2$. The reversed pair $m_1=-j_1$, $m_2=j_2$ has the same squared coefficients, since flipping all projections changes a coefficient only by a sign. General projections, and the orthogonality relations between different pairs or different $J$, involve further coefficients or relative signs that `weight` does not describe.

```lean
/-- The weights of the multiplets `k = 0, …, min(a,b)` sum to one. -/
theorem sum_weight (a b : ℕ) : ∑ k ∈ range (min a b + 1), weight a b k = 1 := by
  simpa [fall] using casimir_moments a b 0
```

## The mean of $J(J+1)$

At $r=1$ the identity is $\sum_k p_k (X_0 - X_k) = ab$, the fact `h1` below. With $X_k = X_0 - (X_0-X_k)$, the normalisation and $X_0 = n^2/4 + n/2$, the mean $\mu = \sum_k p_k X_k$ is
$$\mu = \frac{(a+b)^2}{4} + \frac{a+b}{2} - ab = \frac{(a-b)^2}{4} + \frac{a+b}{2} = (j_1-j_2)^2 + j_1+j_2 .$$
The three lines of the `calc` block in `mean_casimir` are the splitting of each term, the insertion of the two known sums, and the final algebra.

```lean
/-- The weighted mean of `J(J+1)` is `(a-b)²/4 + (a+b)/2`. -/
theorem mean_casimir (a b : ℕ) :
    ∑ k ∈ range (min a b + 1), weight a b k * casimir (totalJ a b k)
      = ((a : ℝ) - b) ^ 2 / 4 + ((a : ℝ) + b) / 2 := by
  have h1 : ∑ k ∈ range (min a b + 1), weight a b k *
      (casimir (totalJ a b 0) - casimir (totalJ a b k)) = (a : ℝ) * b := by
    simpa [fall] using casimir_moments a b 1
  calc _ = ∑ k ∈ range (min a b + 1), (casimir (totalJ a b 0) * weight a b k - weight a b k *
          (casimir (totalJ a b 0) - casimir (totalJ a b k))) :=
        sum_congr rfl fun k _ => by ring
    _ = casimir (totalJ a b 0) * 1 - (a : ℝ) * b := by
        rw [sum_sub_distrib, ← mul_sum, sum_weight, h1]
    _ = _ := by
        unfold casimir totalJ
        push_cast
        ring
```

For $a=2$, $b=1$ the weights are $\tfrac13$ on $J=\tfrac32$ and $\tfrac23$ on $J=\tfrac12$, and the mean is $\tfrac13\cdot\tfrac{15}{4}+\tfrac23\cdot\tfrac34 = \tfrac74 = \tfrac14+\tfrac32$. For $b=0$ only $k=0$ occurs, $p_0=1$, and the mean is $j_1(j_1+1)$.

In electronic structure, $\mu$ is the value of $\langle \mathbf S^2\rangle$ for a broken-symmetry state with local spins $j_1$ up on one centre and $j_2$ down on another, in the idealisation of two fixed local spins with non-overlapping magnetic orbitals; the $p_k$ are then the fractions of the pure spin states in it.

## The variance of $J(J+1)$

Put $u_k = X_0 - X_k$. The factorisation gives $X_0 - X_1 = n$, so $X_1 - X_k = u_k - n$, and $\mu = X_0 - ab$ gives $X_k - \mu = ab - u_k$. The square is expanded in the products of order two, one and zero:
$$(X_k-\mu)^2 = u_k(u_k - n) + (n-2ab)\,u_k + (ab)^2 .$$
The weighted sums of $u_k(u_k-n)$, $u_k$ and $1$ are $a(a-1)\,b(b-1)$, $ab$ and $1$. Therefore
$$\sum_k p_k (X_k-\mu)^2 = ab\,\big[(a-1)(b-1) + (a+b-2ab) + ab\big] = ab = 4j_1j_2 .$$
In `variance_casimir` the mean appears in its explicit form $(a-b)^2/4+(a+b)/2$. The facts `h2` and `h1` are the cases $r=2$ and $r=1$ of `casimir_moments`, the first `calc` step is the expansion of the square, and the second inserts the three sums. For $a=2$, $b=1$ the variance is $\tfrac13\cdot 2^2+\tfrac23\cdot 1^2 = 2$, and it vanishes when $a=0$ or $b=0$.

```lean
/-- The weighted variance of `J(J+1)` about `(a-b)²/4 + (a+b)/2` is `a b = 4 j₁ j₂`. -/
theorem variance_casimir (a b : ℕ) :
    ∑ k ∈ range (min a b + 1), weight a b k *
        (casimir (totalJ a b k) - (((a : ℝ) - b) ^ 2 / 4 + ((a : ℝ) + b) / 2)) ^ 2
      = (a : ℝ) * b := by
  have h1 : ∑ k ∈ range (min a b + 1), weight a b k *
      (casimir (totalJ a b 0) - casimir (totalJ a b k)) = (a : ℝ) * b := by
    simpa [fall] using casimir_moments a b 1
  have h2 : ∑ k ∈ range (min a b + 1), weight a b k *
      ((casimir (totalJ a b 0) - casimir (totalJ a b k)) *
        (casimir (totalJ a b 1) - casimir (totalJ a b k)))
      = ((a : ℝ) * (a - 1)) * ((b : ℝ) * (b - 1)) := by
    simpa [prod_range_succ, fall] using casimir_moments a b 2
  -- expand the square in the products of order 2, 1 and 0
  calc _ = ∑ k ∈ range (min a b + 1), (weight a b k *
          ((casimir (totalJ a b 0) - casimir (totalJ a b k)) *
            (casimir (totalJ a b 1) - casimir (totalJ a b k)))
          + ((a : ℝ) + b - 2 * a * b) *
            (weight a b k * (casimir (totalJ a b 0) - casimir (totalJ a b k)))
          + ((a : ℝ) * b) ^ 2 * weight a b k) :=
        sum_congr rfl fun k _ => by
          unfold casimir totalJ
          push_cast
          ring
    _ = _ := by
        simp only [sum_add_distrib, ← mul_sum]
        rw [h2, h1, sum_weight]
        ring
```

Both values agree with what the operator form of $\mathbf J^2$ leads one to expect. With $\mathbf J_1$, $\mathbf J_2$ the two angular momentum operators, $J_{1z}$, $J_{2z}$ their $z$ components and $J_{1\pm}$, $J_{2\pm}$ their ladder operators,
$$\mathbf J^2 = \mathbf J_1^2+\mathbf J_2^2+2J_{1z}J_{2z}+J_{1+}J_{2-}+J_{1-}J_{2+}.$$
On the antiparallel state the diagonal part gives $j_1(j_1+1)+j_2(j_2+1)-2j_1j_2 = \mu$, the term $J_{1+}J_{2-}$ gives zero, and $J_{1-}J_{2+}$ gives an orthogonal vector of squared norm $2j_1\cdot 2j_2$. This operator comparison and the numerical cases in the text are prose arguments, not theorems of the file.

## The singlet weight for equal angular momenta

For $j_1=j_2=j$, that is $a=b=2j$, the last multiplet $k=a$ has $J_a = a - a = 0$. Its prefactor is $2a-2a+1 = 1$, and
$$p_a = \frac{a!\,a!}{(a+1)!\;a!} = \frac1{a+1} = \frac{1}{2j+1}.$$
The theorem `singlet_weight` states both facts as a conjunction, for every natural $a$. The proof rewrites the factorial argument as $a+1$, uses $(a+1)! = (a+1)\,a!$ and cancels. At $a=1$ the value is the $\tfrac12$ of the two-spin case, and at $a=0$ it is $1$.

```lean
/-- For `j₁ = j₂ = a/2` the multiplet `k = a` has `J = 0` and weight `1/(a+1)`. -/
theorem singlet_weight (a : ℕ) : totalJ a a a = 0 ∧ weight a a a = 1 / ((a : ℝ) + 1) := by
  have f1 : (a.factorial : ℝ) ≠ 0 := by positivity
  have f2 : (a : ℝ) + 1 ≠ 0 := by positivity
  constructor
  · unfold totalJ
    ring
  · unfold weight
    rw [show a + a + 1 - a = a + 1 by omega, Nat.factorial_succ,
      show (a : ℝ) + a - 2 * a + 1 = 1 by ring]
    push_cast
    field_simp

end

end AntiparallelCoupling
```

```lean
#print axioms AntiparallelCoupling.sum_weight
-- 'AntiparallelCoupling.sum_weight' depends on axioms: [propext, Classical.choice, Quot.sound]
#print axioms AntiparallelCoupling.mean_casimir
-- 'AntiparallelCoupling.mean_casimir' depends on axioms: [propext, Classical.choice, Quot.sound]
#print axioms AntiparallelCoupling.variance_casimir
-- 'AntiparallelCoupling.variance_casimir' depends on axioms: [propext, Classical.choice, Quot.sound]
#print axioms AntiparallelCoupling.singlet_weight
-- 'AntiparallelCoupling.singlet_weight' depends on axioms: [propext, Classical.choice, Quot.sound]
```
